# det(1+T) and det A never have opposite signs for real T preserving diag(1,−1) with upper-left block A

In auxiliary-field Monte Carlo I accept or reject a field update by the ratio of \(|\det(1+T)|\), where \(T\) is the real one-body propagator of the fermions in that field. No sign reweighting is needed if \(\det(1+T)\) never becomes negative. Suppose that \(T^{\mathsf T}\eta T=\eta\) with \(\eta=\mathrm{diag}(1_n,-1_n)\), and let \(A\) be the upper-left \(n\times n\) block of \(T\). I believe that \(\det(1+T)\det A\ge 0\), and that \(\det(1+T)=0\) whenever \(\det T=-1\). Can this be proved rigorously and checked by machine?

## Two matrices that stretch vectors equally

Yes, and the two blocks may have different sizes \(m\) and \(n\).

First, let \(M\) be a real matrix with \(x\cdot Mx\ge 0\) for all \(x\). Then \(\det M\ge 0\). Otherwise \(\det((1-s)1+sM)\), which equals 1 at \(s=0\), would vanish at some \(0<s<1\). A nonzero \(x\) would then satisfy \((1-s)|x|^2+s\,x\cdot Mx=0\), although the first term is positive and the second nonnegative.

Next, let \(P^{\mathsf T}P=Q^{\mathsf T}Q\), so that \(|Px|=|Qx|\). Then

\[
x\cdot P^{\mathsf T}(P+Q)x=|Px|^2+Px\cdot Qx=\tfrac12|Px+Qx|^2\ge 0,
\]

and the first step gives \(\det(P+Q)\det P\ge 0\).

Now write

\[
T=\begin{pmatrix}A&B\\C&D\end{pmatrix},\quad
P=\begin{pmatrix}A&B\\0&1\end{pmatrix},\quad
Q=\begin{pmatrix}1&0\\C&D\end{pmatrix}.
\]

The condition on \(T\) reads \(A^{\mathsf T}A=1+C^{\mathsf T}C\), \(A^{\mathsf T}B=C^{\mathsf T}D\) (with its transpose) and \(B^{\mathsf T}B+1=D^{\mathsf T}D\). These are the block entries of \(P^{\mathsf T}P=Q^{\mathsf T}Q\). Since \(P+Q=1+T\) and \(\det P=\det A\), the inequality follows.

For the zeros, \((1+T)^{\mathsf T}\eta T=\eta T+\eta=\eta(1+T)\). Taking determinants and cancelling \(\det\eta\ne0\) gives \(\det(1+T)\det T=\det(1+T)\), so \(\det T=-1\) forces \(\det(1+T)=0\).

Finally,

\[
\begin{pmatrix}A^{\mathsf T}&-C^{\mathsf T}\\0&1\end{pmatrix}T=Q
\quad\Longrightarrow\quad \det D=\det A\,\det T .
\]

Opposite signs of \(\det A\) and \(\det D\) therefore exclude \(\det T=1\), and the weight vanishes.

In Lean 4 with Mathlib:

```lean
import Mathlib

open Matrix

namespace SplitOrthogonalWeight

noncomputable section

variable {m n : Type*} [Fintype m] [DecidableEq m] [Fintype n] [DecidableEq n]

/-- The indefinite metric `diag(1, -1)` on two groups of orbitals. -/
def eta (m n : Type*) [DecidableEq m] [DecidableEq n] : Matrix (m ⊕ n) (m ⊕ n) ℝ :=
  fromBlocks 1 0 0 (-1)

/-- A real propagator that preserves the metric `eta`; for two groups of equal size these
matrices form the split orthogonal group. -/
def IsPseudoOrthogonal (T : Matrix (m ⊕ n) (m ⊕ n) ℝ) : Prop :=
  Tᵀ * eta m n * T = eta m n

/-- The fermionic weight `det(1 + T)` of a propagator `T`. -/
def weight (T : Matrix (m ⊕ n) (m ⊕ n) ℝ) : ℝ := (1 + T).det

/-- A real matrix, symmetric or not, whose quadratic form is nonnegative has a
nonnegative determinant. -/
theorem det_nonneg_of_form (M : Matrix n n ℝ) (hM : ∀ x, 0 ≤ x ⬝ᵥ M *ᵥ x) :
    0 ≤ M.det := by
  by_contra hneg
  have hneg' : M.det < 0 := not_le.mp hneg
  -- interpolate between the identity and M
  let f : ℝ → ℝ := fun s => ((1 - s) • (1 : Matrix n n ℝ) + s • M).det
  have hf : Continuous f := Continuous.matrix_det (by fun_prop)
  have f0 : f 0 = 1 := by simp [f]
  have f1 : f 1 = M.det := by simp [f]
  obtain ⟨s, ⟨hs0, hs1⟩, hs⟩ := intermediate_value_Icc' (zero_le_one' ℝ) hf.continuousOn
    (show (0 : ℝ) ∈ Set.Icc (f 1) (f 0) from
      ⟨by rw [f1]; exact hneg'.le, by rw [f0]; exact zero_le_one⟩)
  have hs1' : s < 1 := lt_of_le_of_ne hs1 (by
    intro e
    rw [e, f1] at hs
    linarith)
  -- a zero of the determinant would give a vector of vanishing quadratic form
  obtain ⟨x, hx, hx0⟩ := Matrix.exists_mulVec_eq_zero_iff.mpr hs
  have key : (1 - s) * (x ⬝ᵥ x) + s * (x ⬝ᵥ M *ᵥ x) = 0 := by
    have h := congrArg (fun v => x ⬝ᵥ v) hx0
    simpa only [Matrix.add_mulVec, Matrix.smul_mulVec, Matrix.one_mulVec, dotProduct_add,
      dotProduct_smul, smul_eq_mul, dotProduct_zero] using h
  have hpos : 0 < x ⬝ᵥ x :=
    lt_of_le_of_ne (Finset.sum_nonneg fun i _ => mul_self_nonneg (x i))
      (fun e => hx (dotProduct_self_eq_zero.mp e.symm))
  linarith [mul_pos (sub_pos.2 hs1') hpos, mul_nonneg hs0 (hM x)]

/-- If two real matrices stretch every vector by the same amount, the determinant of their
sum never has the sign opposite to the determinant of the first. -/
theorem det_add_mul_det_nonneg (P Q : Matrix n n ℝ) (h : Pᵀ * P = Qᵀ * Q) :
    0 ≤ (P + Q).det * P.det := by
  have hq : ∀ (R S : Matrix n n ℝ) (x : n → ℝ),
      x ⬝ᵥ (Rᵀ * S) *ᵥ x = (R *ᵥ x) ⬝ᵥ (S *ᵥ x) := by
    intro R S x
    rw [← Matrix.mulVec_mulVec, Matrix.dotProduct_mulVec, Matrix.vecMul_transpose]
  have hd : 0 ≤ (Pᵀ * (P + Q)).det := by
    apply det_nonneg_of_form
    intro x
    have e : (P *ᵥ x) ⬝ᵥ (P *ᵥ x) = (Q *ᵥ x) ⬝ᵥ (Q *ᵥ x) := by
      rw [← hq, ← hq, h]
    -- the squared length of Px + Qx is twice the quadratic form
    have s : 0 ≤ (P *ᵥ x + Q *ᵥ x) ⬝ᵥ (P *ᵥ x + Q *ᵥ x) :=
      Finset.sum_nonneg fun i _ => mul_self_nonneg _
    rw [add_dotProduct, dotProduct_add, dotProduct_add,
      dotProduct_comm (Q *ᵥ x) (P *ᵥ x)] at s
    rw [hq, Matrix.add_mulVec, dotProduct_add]
    linarith
  rw [Matrix.det_mul, Matrix.det_transpose] at hd
  rwa [mul_comm]

/-- Conservation of the metric written out for the four blocks of the propagator. -/
theorem block_relations {A : Matrix m m ℝ} {B : Matrix m n ℝ} {C : Matrix n m ℝ}
    {D : Matrix n n ℝ} (h : IsPseudoOrthogonal (fromBlocks A B C D)) :
    Aᵀ * A - Cᵀ * C = 1 ∧ Aᵀ * B - Cᵀ * D = 0 ∧
      Bᵀ * A - Dᵀ * C = 0 ∧ Bᵀ * B - Dᵀ * D = -1 := by
  simp only [IsPseudoOrthogonal, eta, fromBlocks_transpose, fromBlocks_multiply,
    fromBlocks_inj, Matrix.mul_one, Matrix.mul_zero, Matrix.mul_neg, Matrix.neg_mul,
    add_zero, zero_add] at h
  simp only [sub_eq_add_neg]
  exact h

/-- For a propagator that preserves the metric, the weight times the determinant of the upper-left
block is nonnegative. -/
theorem weight_mul_det_block_nonneg {A : Matrix m m ℝ} {B : Matrix m n ℝ}
    {C : Matrix n m ℝ} {D : Matrix n n ℝ}
    (h : IsPseudoOrthogonal (fromBlocks A B C D)) :
    0 ≤ weight (fromBlocks A B C D) * A.det := by
  obtain ⟨h1, h2, h3, h4⟩ := block_relations h
  -- exchange the roles of input and output in the second group of orbitals
  have hPQ : (fromBlocks A B 0 1)ᵀ * fromBlocks A B 0 1
      = (fromBlocks 1 0 C D)ᵀ * fromBlocks 1 0 C D := by
    simp only [fromBlocks_transpose, fromBlocks_multiply, transpose_zero, transpose_one,
      Matrix.mul_zero, Matrix.mul_one, add_zero, zero_add]
    rw [fromBlocks_inj]
    refine ⟨sub_eq_iff_eq_add.mp h1, sub_eq_zero.mp h2, sub_eq_zero.mp h3, ?_⟩
    rw [sub_eq_iff_eq_add.mp h4]
    abel
  have hsum : fromBlocks A B 0 1 + fromBlocks 1 0 C D = 1 + fromBlocks A B C D := by
    rw [← fromBlocks_one, fromBlocks_add, fromBlocks_add]
    simp [add_comm]
  have key := det_add_mul_det_nonneg _ _ hPQ
  rw [hsum, det_fromBlocks_zero₂₁, det_one, mul_one] at key
  exact key

/-- For a propagator that preserves the metric, multiplying the weight by the determinant of the
propagator leaves the weight unchanged. -/
theorem weight_mul_det {T : Matrix (m ⊕ n) (m ⊕ n) ℝ} (h : IsPseudoOrthogonal T) :
    weight T * T.det = weight T := by
  have e : (1 + T)ᵀ * eta m n * T = eta m n * (1 + T) := by
    unfold IsPseudoOrthogonal at h
    rw [transpose_add, transpose_one, add_mul, add_mul, h, one_mul, mul_add, mul_one,
      add_comm]
  have hsq : eta m n * eta m n = 1 := by
    simp [eta, fromBlocks_multiply, fromBlocks_one]
  have hne : (eta m n).det ≠ 0 := by
    intro h0
    have h' := congrArg Matrix.det hsq
    rw [det_mul, h0, det_one] at h'
    norm_num at h'
  have hd := congrArg Matrix.det e
  rw [det_mul, det_mul, det_mul, det_transpose] at hd
  apply mul_left_cancel₀ hne
  unfold weight
  linear_combination hd

/-- The weight vanishes for every propagator that preserves the metric and has determinant `-1`. -/
theorem weight_eq_zero {T : Matrix (m ⊕ n) (m ⊕ n) ℝ} (h : IsPseudoOrthogonal T)
    (hT : T.det = -1) : weight T = 0 := by
  have e := weight_mul_det h
  rw [hT] at e
  linarith

/-- For a propagator `T` that preserves the metric, the determinant of the lower-right block is that
of the upper-left block times `det T`. -/
theorem det_lower_block {A : Matrix m m ℝ} {B : Matrix m n ℝ} {C : Matrix n m ℝ}
    {D : Matrix n n ℝ} (h : IsPseudoOrthogonal (fromBlocks A B C D)) :
    D.det = A.det * (fromBlocks A B C D).det := by
  obtain ⟨h1, h2, -, -⟩ := block_relations h
  have e : fromBlocks Aᵀ (-Cᵀ) 0 1 * fromBlocks A B C D = fromBlocks 1 0 C D := by
    simp only [fromBlocks_multiply, Matrix.neg_mul, Matrix.zero_mul, Matrix.one_mul,
      zero_add, ← sub_eq_add_neg, h1, h2]
  have hd := congrArg Matrix.det e
  rw [det_mul, det_fromBlocks_zero₂₁, det_fromBlocks_zero₁₂, det_transpose, det_one,
    det_one, mul_one, one_mul] at hd
  exact hd.symm

/-- For a propagator that preserves the metric, the weight is nonnegative if `det A > 0`,
nonpositive if `det A < 0`, and zero if `det A` and `det D` have opposite signs. -/
theorem weight_sign {A : Matrix m m ℝ} {B : Matrix m n ℝ} {C : Matrix n m ℝ}
    {D : Matrix n n ℝ} (h : IsPseudoOrthogonal (fromBlocks A B C D)) :
    (0 < A.det → 0 ≤ weight (fromBlocks A B C D)) ∧
    (A.det < 0 → weight (fromBlocks A B C D) ≤ 0) ∧
    (A.det * D.det < 0 → weight (fromBlocks A B C D) = 0) := by
  have key := weight_mul_det_block_nonneg h
  refine ⟨fun hA => ?_, fun hA => ?_, fun hAD => ?_⟩
  · by_contra hw
    linarith [mul_neg_of_neg_of_pos (not_le.mp hw) hA]
  · by_contra hw
    linarith [mul_neg_of_pos_of_neg (not_le.mp hw) hA]
  · have e := weight_mul_det h
    have hne : (fromBlocks A B C D).det - 1 ≠ 0 := by
      intro h1
      rw [det_lower_block h, sub_eq_zero.mp h1, mul_one] at hAD
      linarith [mul_self_nonneg A.det]
    apply (mul_eq_zero.mp _).resolve_right hne
    linear_combination e

/-- The hyperbolic rotation by `θ` that mixes one orbital of each group. -/
def boost (θ : ℝ) : Matrix (Fin 1 ⊕ Fin 1) (Fin 1 ⊕ Fin 1) ℝ :=
  fromBlocks !![Real.cosh θ] !![Real.sinh θ] !![Real.sinh θ] !![Real.cosh θ]

/-- The determinant of a propagator with one orbital in each group. -/
theorem det_one_one (M : Matrix (Fin 1 ⊕ Fin 1) (Fin 1 ⊕ Fin 1) ℝ) :
    M.det = M (.inl 0) (.inl 0) * M (.inr 0) (.inr 0)
      - M (.inl 0) (.inr 0) * M (.inr 0) (.inl 0) := by
  obtain ⟨e, h0, h1⟩ : ∃ e : Fin 2 ≃ Fin 1 ⊕ Fin 1, e 0 = Sum.inl 0 ∧ e 1 = Sum.inr 0 :=
    ⟨{ toFun := ![Sum.inl 0, Sum.inr 0]
       invFun := Sum.elim (fun _ => 0) (fun _ => 1)
       left_inv := by intro i; fin_cases i <;> rfl
       right_inv := by rintro (i | i) <;> fin_cases i <;> rfl }, rfl, rfl⟩
  rw [← Matrix.det_submatrix_equiv_self e M, Matrix.det_fin_two]
  simp only [Matrix.submatrix_apply, h0, h1]

/-- Hyperbolic rotations and their negatives preserve the metric and have weights
`2 + 2 cosh θ` and `2 - 2 cosh θ`; the metric itself preserves the metric and has
determinant `-1`. -/
theorem boost_witness (θ : ℝ) :
    (IsPseudoOrthogonal (boost θ) ∧ weight (boost θ) = 2 + 2 * Real.cosh θ) ∧
    (IsPseudoOrthogonal (-boost θ) ∧ weight (-boost θ) = 2 - 2 * Real.cosh θ) ∧
    (IsPseudoOrthogonal (eta (Fin 1) (Fin 1)) ∧ (eta (Fin 1) (Fin 1)).det = -1) := by
  have hc := Real.cosh_sq θ
  have hb : IsPseudoOrthogonal (boost θ) := by
    unfold IsPseudoOrthogonal
    ext i j
    rcases i with i | i <;> rcases j with j | j <;> fin_cases i <;> fin_cases j <;>
      simp [boost, eta, Matrix.mul_apply, Fintype.sum_sum_type] <;> linarith
  refine ⟨⟨hb, ?_⟩, ⟨?_, ?_⟩, ?_, ?_⟩
  · rw [weight, det_one_one]
    simp [boost]
    linarith
  · unfold IsPseudoOrthogonal at hb ⊢
    rw [transpose_neg, neg_mul, neg_mul_neg, hb]
  · rw [weight, det_one_one]
    simp [boost]
    linarith
  · simp [IsPseudoOrthogonal, eta, fromBlocks_transpose, fromBlocks_multiply]
  · rw [det_one_one]
    simp [eta]

end

end SplitOrthogonalWeight
```

```lean
#print axioms SplitOrthogonalWeight.weight_eq_zero
-- 'SplitOrthogonalWeight.weight_eq_zero' depends on axioms: [propext, Classical.choice, Quot.sound]
#print axioms SplitOrthogonalWeight.det_lower_block
-- 'SplitOrthogonalWeight.det_lower_block' depends on axioms: [propext, Classical.choice, Quot.sound]
#print axioms SplitOrthogonalWeight.weight_sign
-- 'SplitOrthogonalWeight.weight_sign' depends on axioms: [propext, Classical.choice, Quot.sound]
```

## What the theorems say about the weight

The index types `m` and `n` are two finite groups of orbitals, and `m ⊕ n` is the whole one-particle basis. `eta m n` is the metric, `IsPseudoOrthogonal T` the condition \(T^{\mathsf T}\eta T=\eta\), and `weight T` is \(\det(1+T)\). `fromBlocks A B C D` is \(T\) in block form.

`weight_mul_det_block_nonneg` is the inequality and `weight_eq_zero` the vanishing at determinant \(-1\). `weight_sign` states the result by sign: the weight is nonnegative for \(\det A>0\), nonpositive for \(\det A<0\), and zero for \(\det A\det D<0\).

The metric condition is a hypothesis on \(T\). It holds, for example, for imaginary-time propagation with real symmetric hopping only between the two groups, as between the sublattices of a bipartite lattice. Products of such factors are connected to the identity within the group, and \(A^{\mathsf T}A=1+C^{\mathsf T}C\) keeps \(\det A\) from vanishing, so \(\det A>0\) there. The file starts from a given \(T\) and leaves this continuity argument to the reader. For finitely many orbitals and fermions that interact only through the sampled field, this makes the simulation sign-free, provided that any remaining scalar factors are nonnegative.

## How the proof follows the algebra

`det_nonneg_of_form` is the interpolation, with `intermediate_value_Icc'` supplying the zero and `exists_mulVec_eq_zero_iff` the null vector. `det_add_mul_det_nonneg` is the step with \(P\) and \(Q\); its `linarith` uses the expanded square \(|Px+Qx|^2\ge0\).

`block_relations` extracts the four block equations, from which `weight_mul_det_block_nonneg` builds `hPQ`, the identity \(P^{\mathsf T}P=Q^{\mathsf T}Q\). Its other ingredient `hsum`, the identity \(P+Q=1+T\), is plain block addition. `weight_mul_det` and `det_lower_block` take determinants of the two matrix identities above.

`boost_witness` shows that both signs occur: a hyperbolic rotation by \(\theta\) has weight \(2+2\cosh\theta\), and its negative has \(2-2\cosh\theta\), which is negative for \(\theta\ne0\). The metric itself, with one orbital per group, is an example with determinant \(-1\). It is not a product of exponentials of real matrices, since those have positive determinant; it represents the parity operator \((-1)^{N_2}\), with \(N_2\) the particle number in the second group.

## The weight with fermion parity inserted

Replacing \(Q\) by \(-Q\) in the same argument, or \(T\) by \(-T\) in the result, gives \((-1)^m\det(1-T)\det A\ge0\). Here \(\det(1-T)\) is the weight when the fermion parity \((-1)^N\) is inserted in the trace, with \(N\) the particle number.
